# The 1s² shielding factor of non-interacting electrons is 4/(k(k+1)Z)

In point-charge estimates of a nuclear quadrupole coupling, the field gradient of the charges outside a closed-shell ion is multiplied by $1-\gamma$, where $\gamma$ accounts for the distortion of the ion's own electrons. For two non-interacting, nonrelativistic 1s electrons around a fixed point nucleus of charge $Z>0$, treated to first order in the external field, $\gamma=2/(3Z)$. This gives a closed-form check for a numerical linear-response code run with the electron repulsion switched off. The same argument covers every multipole order $k\ge 1$, with the quadrupole at $k=2$.

In Lean 4 with Mathlib:

```lean
import Mathlib

open MeasureTheory Filter Set Topology

namespace HydrogenicMultipoleShielding

noncomputable section
```

## The radial problem

Atomic units are used throughout. The functions needed are powers of the radius $r$ times the 1s exponential,
$$s_n(r)=r^n e^{-Zr}.$$

```lean
/-- The Slater radial function `r^n exp(-Z r)`. -/
def slater (Z : ℝ) (n : ℕ) (r : ℝ) : ℝ := r ^ n * Real.exp (-(Z * r))
```

Each electron starts in $\psi_0=2Z^{3/2}e^{-Zr}Y_{00}$, with $Y_{00}=1/\sqrt{4\pi}$ and energy $-Z^2/2$. The external charges add the potential energy $\lambda r^kP_k(\cos\theta)$, where $\lambda$ is its strength and $P_k$ a Legendre polynomial. Write the first-order change of the orbital as
$$\lambda\psi_1=-\lambda\,2Z^{3/2}\,\frac{u(r)}{r}\,P_k(\cos\theta)\,Y_{00}.$$
The perturbation equation $(H_0+Z^2/2)\psi_1=-r^kP_k\psi_0$, with $H_0$ the hydrogenic Hamiltonian, then becomes
$$-\frac{u''}{2}+\frac{k(k+1)}{2r^2}u-\frac{Z}{r}u+\frac{Z^2}{2}u=r^k\cdot r e^{-Zr},\qquad r>0.$$

`IsFirstOrderResponse Z k u` says that $u$ solves this equation and tends to zero at the origin and at infinity. The functions `u'` and `u''` are tied to `u` by `HasDerivAt`, so they are true derivatives at every positive radius.

```lean
/-- A radial response of the hydrogenic 1s orbital to a potential `r^k` of multipole order `k`: it
solves the inhomogeneous radial equation at positive radii and tends to zero at the origin and at
infinity. -/
structure IsFirstOrderResponse (Z : ℝ) (k : ℕ) (u : ℝ → ℝ) : Prop where
  equation : ∃ u' u'' : ℝ → ℝ, ∀ r, 0 < r →
    HasDerivAt u (u' r) r ∧ HasDerivAt u' (u'' r) r ∧
    -u'' r / 2 + k * (k + 1) / 2 * (u r / r ^ 2) - Z * (u r / r) + Z ^ 2 / 2 * u r
      = r ^ k * (r * Real.exp (-(Z * r)))
  at_origin : Tendsto u (𝓝[>] 0) (𝓝 0)
  at_infinity : Tendsto u atTop (𝓝 0)
```

The source is $s_{k+1}$, which suggests a combination of two neighbouring functions,
$$u=a\,s_{k+1}+b\,s_{k+2},\qquad a=\frac{1}{kZ^2},\quad b=\frac{1}{(k+1)Z}.$$
The coefficients are justified below, where the equation is checked.

```lean
/-- The closed-form response, a combination of two Slater functions. -/
def response (Z : ℝ) (k : ℕ) (r : ℝ) : ℝ :=
  1 / (k * Z ^ 2) * slater Z (k + 1) r + 1 / ((k + 1) * Z) * slater Z (k + 2) r
```

The two electrons change the density by $\delta\rho=4\lambda\psi_0\psi_1$. Near the nucleus, the order-$k$ part of their repulsion on a test electron is $r^kP_k$ times
$$\int\frac{\delta\rho\,P_k}{r'^{\,k+1}}\,d^3r'=-\lambda\,\frac{16Z^3}{2k+1}\int_0^\infty\frac{e^{-Zr}u(r)}{r^k}\,dr,$$
because the angular average of $P_k^2$ is $1/(2k+1)$. The external coefficient $\lambda$ therefore becomes $\lambda(1-\gamma)$, where $\gamma$ is the factor multiplying $-\lambda$ on the right. The file takes this expression for $\gamma$ as its definition, so the reduction from three dimensions rests on the argument given here.

```lean
/-- The shielding factor of the closed shell 1s² at the nucleus for multipole order `k`,
as a functional of the radial response `u`. -/
def shieldingFactor (Z : ℝ) (k : ℕ) (u : ℝ → ℝ) : ℝ :=
  16 * Z ^ 3 / (2 * k + 1) * ∫ r in Ioi (0 : ℝ), Real.exp (-(Z * r)) * u r / r ^ k
```

A different model would take $\psi_1$ as a function on three-dimensional space and define $\gamma$ through the induced potential. The prefactor $16Z^3/(2k+1)$ would then be a theorem, at the cost of formalising the angular separation and the multipole expansion.

## Derivatives and decay

The exponential satisfies $(e^{-Zr})'=-Ze^{-Zr}$.

```lean
/-- The derivative of `exp(-Z r)` with respect to `r` is `-Z exp(-Z r)`. -/
theorem hasDerivAt_decay (Z r : ℝ) :
    HasDerivAt (fun x : ℝ => Real.exp (-(Z * x))) (-Z * Real.exp (-(Z * r))) r := by
  have h : HasDerivAt (fun x : ℝ => -(Z * x)) (-Z) r :=
    ((hasDerivAt_id' r).const_mul Z).fun_neg.congr_deriv (by ring)
  exact h.exp.congr_deriv (by ring)
```

The product rule then gives
$$s_{n+1}'=(n+1)s_n-Zs_{n+1}.$$

```lean
/-- Differentiation turns the Slater function with power `n + 1` into a combination of itself and
the one with power `n`. -/
theorem hasDerivAt_slater (Z : ℝ) (n : ℕ) (r : ℝ) :
    HasDerivAt (slater Z (n + 1)) ((n + 1) * slater Z n r - Z * slater Z (n + 1) r) r := by
  have h := (hasDerivAt_pow (n + 1) r).fun_mul (hasDerivAt_decay Z r)
  refine h.congr_deriv ?_
  simp only [slater, Nat.add_sub_cancel]
  push_cast
  ring
```

For a positive exponent $c$, the substitution $x=cr$ turns $r^ne^{-cr}$ into $c^{-n}x^ne^{-x}$, which tends to zero at infinity.

```lean
/-- Slater functions with a positive exponent vanish at infinity. -/
theorem tendsto_slater {c : ℝ} (hc : 0 < c) (n : ℕ) :
    Tendsto (slater c n) atTop (𝓝 0) := by
  have h := ((Real.tendsto_pow_mul_exp_neg_atTop_nhds_zero n).comp
    (tendsto_id.const_mul_atTop hc)).const_mul ((c ^ n)⁻¹)
  rw [mul_zero] at h
  refine h.congr (fun r => ?_)
  show (c ^ n)⁻¹ * ((c * r) ^ n * Real.exp (-(c * r))) = r ^ n * Real.exp (-(c * r))
  rw [mul_pow, mul_assoc, inv_mul_cancel_left₀ (pow_pos hc n).ne']
```

## The closed form solves the equation

Let $L$ denote the operator on the left of the radial equation. Differentiating twice gives
$$s_n''=n(n-1)s_{n-2}-2nZs_{n-1}+Z^2s_n,$$
and hence
$$Ls_n=\tfrac12\left[k(k+1)-n(n-1)\right]s_{n-2}+(n-1)Zs_{n-1}.$$
For the two functions in $u$ this reads
$$Ls_{k+1}=kZ\,s_k,\qquad Ls_{k+2}=-(k+1)s_k+(k+1)Z\,s_{k+1}.$$
Matching the source $s_{k+1}$ requires $b(k+1)Z=1$ and $akZ=b(k+1)$, which are the chosen values.

In the proof $k$ is written as $m+1$, and these two conditions are `hb` and `hab`. The `linear_combination` step uses them to cancel the two remaining powers of $r$. The limit at the origin follows from continuity, and the limit at infinity from the decay of the $s_n$.

```lean
/-- The closed form solves the radial response equation with both boundary conditions. -/
theorem response_isFirstOrderResponse {Z : ℝ} (hZ : 0 < Z) {k : ℕ} (hk : 1 ≤ k) :
    IsFirstOrderResponse Z k (response Z k) := by
  refine ⟨?_, ?_, ?_⟩
  · obtain ⟨m, rfl⟩ : ∃ m, k = m + 1 := ⟨k - 1, by omega⟩
    obtain ⟨a, ha'⟩ : ∃ a : ℝ, a = 1 / (((m + 1 : ℕ) : ℝ) * Z ^ 2) := ⟨_, rfl⟩
    obtain ⟨b, hb'⟩ : ∃ b : ℝ, b = 1 / ((((m + 1 : ℕ) : ℝ) + 1) * Z) := ⟨_, rfl⟩
    have ha : a * (((m + 1 : ℕ) : ℝ) * Z ^ 2) = 1 := by
      rw [ha']; exact one_div_mul_cancel (by positivity)
    have hb : b * ((((m + 1 : ℕ) : ℝ) + 1) * Z) = 1 := by
      rw [hb']; exact one_div_mul_cancel (by positivity)
    have hf : response Z (m + 1)
        = fun r => a * slater Z (m + 1 + 1) r + b * slater Z (m + 2 + 1) r := by
      funext r
      rw [ha', hb']
      simp only [response, slater]
    push_cast at ha hb
    have hab : a * ((m : ℝ) + 1) * Z = b * ((m : ℝ) + 1 + 1) :=
      mul_right_cancel₀ hZ.ne' (by linear_combination ha - hb)
    rw [hf]
    refine ⟨fun r => a * ((((m + 1 : ℕ) : ℝ) + 1) * slater Z (m + 1) r
          - Z * slater Z (m + 1 + 1) r)
        + b * ((((m + 2 : ℕ) : ℝ) + 1) * slater Z (m + 1 + 1) r - Z * slater Z (m + 2 + 1) r),
      fun r => a * ((((m + 1 : ℕ) : ℝ) + 1) * (((m : ℝ) + 1) * slater Z m r
          - Z * slater Z (m + 1) r)
          - Z * ((((m + 1 : ℕ) : ℝ) + 1) * slater Z (m + 1) r - Z * slater Z (m + 1 + 1) r))
        + b * ((((m + 2 : ℕ) : ℝ) + 1) * ((((m + 1 : ℕ) : ℝ) + 1) * slater Z (m + 1) r
          - Z * slater Z (m + 1 + 1) r)
          - Z * ((((m + 2 : ℕ) : ℝ) + 1) * slater Z (m + 2) r - Z * slater Z (m + 2 + 1) r)),
      fun r hr => ⟨?_, ?_, ?_⟩⟩
    · exact ((hasDerivAt_slater Z (m + 1) r).const_mul a).fun_add
        ((hasDerivAt_slater Z (m + 2) r).const_mul b)
    · exact ((((hasDerivAt_slater Z m r).const_mul _).fun_sub
        ((hasDerivAt_slater Z (m + 1) r).const_mul Z)).const_mul a).fun_add
        ((((hasDerivAt_slater Z (m + 1) r).const_mul _).fun_sub
        ((hasDerivAt_slater Z (m + 2) r).const_mul Z)).const_mul b)
    · have e1 : (a * slater Z (m + 1 + 1) r + b * slater Z (m + 2 + 1) r) / r ^ 2
          = a * slater Z m r + b * slater Z (m + 1) r := by
        rw [div_eq_iff (by positivity)]; simp only [slater]; ring
      have e2 : (a * slater Z (m + 1 + 1) r + b * slater Z (m + 2 + 1) r) / r
          = a * slater Z (m + 1) r + b * slater Z (m + 2) r := by
        rw [div_eq_iff hr.ne']; simp only [slater]; ring
      beta_reduce
      rw [e1, e2]
      simp only [slater]
      push_cast
      -- the two remaining powers of r cancel by the choice of a and b
      linear_combination Real.exp (-(Z * r)) * r ^ (m + 1) * hab
        + Real.exp (-(Z * r)) * r ^ (m + 2) * hb
  · have hc : Continuous (response Z k) := by
      unfold response slater
      fun_prop
    exact (hc.tendsto' 0 0 (by simp [response, slater])).mono_left nhdsWithin_le_nhds
  · have h := ((tendsto_slater hZ (k + 1)).const_mul (1 / (k * Z ^ 2))).add
      ((tendsto_slater hZ (k + 2)).const_mul (1 / ((k + 1) * Z)))
    rw [mul_zero, mul_zero, add_zero] at h
    exact h
```

## There is no other response

Let $u$ and $v$ be two responses and $w=u-v$. The sources cancel, which leaves $w''=qw$ with
$$q=Z^2-\frac{2Z}{r}+\frac{k(k+1)}{r^2}=\left(Z-\frac1r\right)^2+\frac{k(k+1)-1}{r^2}\ge 0,$$
since $k\ge1$. Therefore
$$(w^2)''=2w'^2+2qw^2\ge0,$$
and $w^2$ is convex on $(0,\infty)$. Suppose $w(r)^2>0$ at some $r$. Because $w^2$ tends to zero at both ends, there are points $x<r<y$ where it is smaller than $w(r)^2$. A convex function between $x$ and $y$ cannot exceed the larger of its two end values, which is a contradiction.

The proof follows this order: `hconv` is the convexity, and `le_max_of_mem_Icc` supplies the bound between $x$ and $y$. The sign of $Z$ plays no role.

```lean
/-- Two radial responses to the same multipole potential agree at every positive radius. -/
theorem response_unique {Z : ℝ} {k : ℕ} (hk : 1 ≤ k) {u v : ℝ → ℝ}
    (hu : IsFirstOrderResponse Z k u) (hv : IsFirstOrderResponse Z k v) :
    ∀ r, 0 < r → u r = v r := by
  obtain ⟨u', u'', eu⟩ := hu.equation
  obtain ⟨v', v'', ev⟩ := hv.equation
  have hk' : (1 : ℝ) ≤ k := by exact_mod_cast hk
  -- the squared difference is convex, since the effective potential exceeds the energy
  have hconv : ConvexOn ℝ (Ioi (0 : ℝ)) (fun r => (u r - v r) * (u r - v r)) := by
    refine convexOn_of_hasDerivWithinAt2_nonneg (convex_Ioi 0)
      (f' := fun r => 2 * ((u r - v r) * (u' r - v' r)))
      (f'' := fun r => 2 * ((u' r - v' r) * (u' r - v' r) + (u r - v r) * (u'' r - v'' r)))
      ?_ ?_ ?_ ?_
    · intro r hr
      have d := (eu r hr).1.fun_sub (ev r hr).1
      exact (d.fun_mul d).continuousAt.continuousWithinAt
    · intro r hr
      rw [interior_Ioi] at hr
      have d := (eu r hr).1.fun_sub (ev r hr).1
      exact ((d.fun_mul d).congr_deriv (by ring)).hasDerivWithinAt
    · intro r hr
      rw [interior_Ioi] at hr
      have d := (eu r hr).1.fun_sub (ev r hr).1
      have d' := (eu r hr).2.1.fun_sub (ev r hr).2.1
      exact ((d.fun_mul d').const_mul 2).hasDerivWithinAt
    · intro r hr
      rw [interior_Ioi] at hr
      obtain ⟨q, hq, e⟩ : ∃ q : ℝ, 0 ≤ q ∧ u'' r - v'' r = q * (u r - v r) := by
        refine ⟨(Z - 1 / r) ^ 2 + ((k : ℝ) * (k + 1) - 1) / r ^ 2,
          add_nonneg (sq_nonneg _) (div_nonneg (by nlinarith) (sq_nonneg r)), ?_⟩
        linear_combination (-2) * (eu r hr).2.2 + 2 * (ev r hr).2.2
      rw [e]
      nlinarith [sq_nonneg (u' r - v' r), mul_nonneg hq (sq_nonneg (u r - v r))]
  have h0 := (hu.at_origin.sub hv.at_origin).mul (hu.at_origin.sub hv.at_origin)
  have h1 := (hu.at_infinity.sub hv.at_infinity).mul (hu.at_infinity.sub hv.at_infinity)
  rw [sub_zero, mul_zero] at h0 h1
  intro r hr
  by_contra hne
  have hpos : 0 < (u r - v r) * (u r - v r) := mul_self_pos.2 (sub_ne_zero.2 hne)
  have hI : ∀ᶠ x in 𝓝[>] (0 : ℝ), x ∈ Ioo 0 r := Ioo_mem_nhdsGT hr
  obtain ⟨x, hx, hxr⟩ := ((h0.eventually_lt_const hpos).and hI).exists
  obtain ⟨y, hy, hyr⟩ := ((h1.eventually_lt_const hpos).and (eventually_gt_atTop r)).exists
  have hle := hconv.le_max_of_mem_Icc (mem_Ioi.2 hxr.1) (mem_Ioi.2 (hr.trans hyr))
    ⟨hxr.2.le, hyr.le⟩
  exact absurd hle (not_le_of_gt (max_lt hx hy))
```

## The radial integral

For $a,b\ge0$ and $c>0$, now arbitrary constants, choose $C=b/c$, $B=(a+2C)/c$ and $A=B/c$. Then
$$\frac{d}{dr}\left[-(A+Br+Cr^2)e^{-cr}\right]=(ar+br^2)e^{-cr}.$$
The bracket tends to zero at infinity and equals $-A$ at the origin, so
$$\int_0^\infty(ar+br^2)e^{-cr}\,dr=A=\frac{ac+2b}{c^3}.$$
The integrand is nonnegative, and with the finite limit of the antiderivative this also gives integrability.

```lean
/-- The radial integral of `(a r + b r²) exp(-c r)` converges and equals `(a c + 2 b) / c³`. -/
theorem radial_integral {a b c : ℝ} (ha : 0 ≤ a) (hb : 0 ≤ b) (hc : 0 < c) :
    IntegrableOn (fun r => (a * r + b * r ^ 2) * Real.exp (-(c * r))) (Ioi 0) ∧
    ∫ r in Ioi (0 : ℝ), (a * r + b * r ^ 2) * Real.exp (-(c * r)) = (a * c + 2 * b) / c ^ 3 := by
  obtain ⟨C, hC⟩ : ∃ C, c * C = b := ⟨b / c, by field_simp⟩
  obtain ⟨B, hB⟩ : ∃ B, c * B = a + 2 * C := ⟨(a + 2 * C) / c, by field_simp⟩
  obtain ⟨A, hA⟩ : ∃ A, c * A = B := ⟨B / c, by field_simp⟩
  -- an explicit antiderivative
  have hd : ∀ r ∈ Ici (0 : ℝ), HasDerivAt
      (fun r => -(A * Real.exp (-(c * r)) + B * slater c (0 + 1) r + C * slater c (1 + 1) r))
      ((a * r + b * r ^ 2) * Real.exp (-(c * r))) r := by
    intro r _
    refine ((((hasDerivAt_decay c r).const_mul A).fun_add
      ((hasDerivAt_slater c 0 r).const_mul B)).fun_add
      ((hasDerivAt_slater c 1 r).const_mul C)).fun_neg.congr_deriv ?_
    simp only [slater]
    push_cast
    linear_combination Real.exp (-(c * r)) * hA + Real.exp (-(c * r)) * r * hB
      + Real.exp (-(c * r)) * r ^ 2 * hC
  have hp : ∀ r ∈ Ioi (0 : ℝ), 0 ≤ (a * r + b * r ^ 2) * Real.exp (-(c * r)) := by
    intro r hr
    have hr' : 0 < r := hr
    positivity
  have t0 : Tendsto (fun r => Real.exp (-(c * r))) atTop (𝓝 0) :=
    (tendsto_slater hc 0).congr (fun r => by simp [slater])
  have ht := (((t0.const_mul A).add ((tendsto_slater hc (0 + 1)).const_mul B)).add
    ((tendsto_slater hc (1 + 1)).const_mul C)).neg
  refine ⟨integrableOn_Ioi_deriv_of_nonneg' hd hp ht, ?_⟩
  rw [integral_Ioi_of_hasDerivAt_of_nonneg' hd hp ht, eq_div_iff (pow_pos hc 3).ne']
  simp only [slater, mul_zero, neg_zero, Real.exp_zero]
  linear_combination c ^ 2 * hA + c * hB + 2 * hC
```

## The shielding factor for every k ≥ 1

By uniqueness, any response may be replaced by the closed form at positive radii. The integrand becomes $(ar+br^2)e^{-2Zr}$ with $a=1/(kZ^2)$ and $b=1/((k+1)Z)$. Setting $c=2Z$ gives
$$\int_0^\infty\frac{e^{-Zr}u}{r^k}\,dr=\frac{1}{8Z^3}\left(\frac{2}{kZ}+\frac{2}{(k+1)Z}\right)=\frac{2k+1}{4k(k+1)Z^4},$$
and multiplication by $16Z^3/(2k+1)$ leaves
$$\gamma=\frac{4}{k(k+1)Z}.$$

The theorem assumes only that `u` is a response, not that it has the closed form. Its first part states that the integral converges; `heq` is the replacement of the integrand.

```lean
/-- For every radial response to a potential of multipole order `k ≥ 1`, the shielding integral
converges and the 1s² shielding factor is `4 / (k (k + 1) Z)`. -/
theorem multipole_shielding {Z : ℝ} (hZ : 0 < Z) {k : ℕ} (hk : 1 ≤ k) {u : ℝ → ℝ}
    (hu : IsFirstOrderResponse Z k u) :
    IntegrableOn (fun r => Real.exp (-(Z * r)) * u r / r ^ k) (Ioi 0) ∧
    shieldingFactor Z k u = 4 / (k * (k + 1) * Z) := by
  have hk0 : (0 : ℝ) < k := by exact_mod_cast hk
  have h := radial_integral (a := 1 / (k * Z ^ 2)) (b := 1 / ((k + 1) * Z)) (c := 2 * Z)
    (by positivity) (by positivity) (by positivity)
  -- by uniqueness the integrand is that of the closed form
  have heq : EqOn (fun r => Real.exp (-(Z * r)) * u r / r ^ k)
      (fun r => (1 / (k * Z ^ 2) * r + 1 / ((k + 1) * Z) * r ^ 2) * Real.exp (-(2 * Z * r)))
      (Ioi 0) := by
    intro r hr
    have hr' : 0 < r := hr
    have hE : Real.exp (-(2 * Z * r)) = Real.exp (-(Z * r)) * Real.exp (-(Z * r)) := by
      rw [← Real.exp_add]; congr 1; ring
    beta_reduce
    rw [response_unique hk hu (response_isFirstOrderResponse hZ hk) r hr',
      div_eq_iff (pow_pos hr' k).ne', hE]
    simp only [response, slater]
    ring
  refine ⟨h.1.congr_fun heq.symm measurableSet_Ioi, ?_⟩
  have h2 : (2 * (k : ℝ) + 1) ≠ 0 := by positivity
  have h3 : ((k : ℝ) + 1) ≠ 0 := by positivity
  unfold shieldingFactor
  rw [setIntegral_congr_fun measurableSet_Ioi heq, h.2]
  field_simp
  ring
```

## The quadrupole

For $k=2$ the response is
$$u(r)=\left(\frac{r^3}{2Z^2}+\frac{r^4}{3Z}\right)e^{-Zr},$$
and $\gamma=4/(6Z)=2/(3Z)$.

At $Z=2$ the integral is
$$\int_0^\infty\left(\frac r8+\frac{r^2}{6}\right)e^{-4r}\,dr=\frac{1}{128}+\frac{1}{192}=\frac{5}{384}.$$
The prefactor is $16\cdot8/5=128/5$, so $\gamma=1/3$: in this non-interacting model of helium, the nucleus feels two thirds of the external field gradient.

The last theorem states both facts for the explicit function: it is a response for $k=2$, and its integral with the prefactor $16Z^3/5$ equals $2/(3Z)$. The proof identifies the function with `response Z 2` and applies the general result.

```lean
/-- The quadrupole case: the explicit function is a radial response for `k = 2`, and its
shielding integral gives the hydrogenic 1s² quadrupole shielding factor `2 / (3 Z)`. -/
theorem quadrupole_shielding {Z : ℝ} (hZ : 0 < Z) :
    IsFirstOrderResponse Z 2
      (fun r => (r ^ 3 / (2 * Z ^ 2) + r ^ 4 / (3 * Z)) * Real.exp (-(Z * r))) ∧
    16 * Z ^ 3 / 5 * ∫ r in Ioi (0 : ℝ), Real.exp (-(Z * r)) *
      ((r ^ 3 / (2 * Z ^ 2) + r ^ 4 / (3 * Z)) * Real.exp (-(Z * r))) / r ^ 2
      = 2 / (3 * Z) := by
  have hf : (fun r => (r ^ 3 / (2 * Z ^ 2) + r ^ 4 / (3 * Z)) * Real.exp (-(Z * r)))
      = response Z 2 := by
    funext r
    simp only [response, slater]
    push_cast
    ring
  have hu : IsFirstOrderResponse Z 2
      (fun r => (r ^ 3 / (2 * Z ^ 2) + r ^ 4 / (3 * Z)) * Real.exp (-(Z * r))) := by
    rw [hf]
    exact response_isFirstOrderResponse hZ (by norm_num)
  refine ⟨hu, ?_⟩
  have h := (multipole_shielding hZ (by norm_num) hu).2
  have e : 2 * ((2 : ℕ) : ℝ) + 1 = 5 := by norm_num
  unfold shieldingFactor at h
  rw [e] at h
  refine Eq.trans h ?_
  push_cast
  ring

end

end HydrogenicMultipoleShielding
```

```lean
#print axioms HydrogenicMultipoleShielding.quadrupole_shielding
```

```
'HydrogenicMultipoleShielding.quadrupole_shielding' depends on axioms: [propext, Classical.choice, Quot.sound]
```
